# On dM grid points, the egg-box error of the d-th power of a degree-M trigonometric density is one harmonic of the grid shift

Move an atom rigidly through an otherwise empty periodic cell, and its energy should not change. If an energy integral is replaced by a sum over fixed grid points, however, the result can rise and fall as the atom passes from one point to the next. This is the egg-box effect. Its slope acts as a spurious force, and knowing the size and period of the error helps to tell it from a physical one.

For a one-dimensional density made of finitely many plane waves and an integrand that is an integer power of it, the error has a closed form. Let

$$n(x)=n_0+\sum_{k=1}^{M}2\,\mathrm{Re}(c_k e^{ikx}),\qquad M\ge 1,$$

with $n_0$ real and $c_k$ complex, let $d\ge 1$ be an integer, and set $N=dM$. The average of $n^d$ over $N$ equispaced points shifted by $x_0$ is

$$\frac1N\sum_{j=0}^{N-1} n\!\left(x_0+\tfrac{2\pi j}{N}\right)^{d}=\frac1{2\pi}\int_0^{2\pi}n^d\,dx+2\,\mathrm{Re}\!\left(c_M^d e^{iNx_0}\right).$$

Shifting the grid by $x_0$ is equivalent to moving the density by $-x_0$.

## Which harmonics the grid mistakes for a constant

Write $2\,\mathrm{Re}(c_ke^{ikx})=c_ke^{ikx}+\bar c_ke^{-ikx}$ and multiply $n$ by $e^{iMx}$. The result is $P(e^{ix})$, where

$$P(z)=n_0z^M+\sum_{k=1}^{M}\left(c_kz^{M+k}+\bar c_kz^{M-k}\right).$$

This polynomial has degree at most $2M$, coefficient $c_M$ at $z^{2M}$ and constant coefficient $\bar c_M$. Let $a_m$ be the coefficients of $P^d$. Dividing $P(e^{ix})^d$ by $e^{iNx}$ gives

$$n(x)^d=\sum_{m=0}^{2N}a_m e^{i(m-N)x},\qquad a_{2N}=c_M^d,\quad a_0=\overline{c_M^d}.$$

On the grid, a wave with integer wave number $q$ sums to $e^{iqx_0}\sum_{j=0}^{N-1} r^j$ with $r=e^{2\pi iq/N}$. If $N$ divides $q$, then $r=1$ and the sum is $Ne^{iqx_0}$. Otherwise $r\ne1$ and it is $e^{iqx_0}(r^N-1)/(r-1)=0$. Between $-N$ and $N$ the multiples of $N$ are $-N$, $0$ and $N$, so the grid average is

$$a_N+a_{2N}e^{iNx_0}+a_0e^{-iNx_0}=a_N+2\,\mathrm{Re}(c_M^de^{iNx_0}).$$

The integral over a period keeps only wave number $0$, so the exact mean is $a_N$, which proves the claim.

With $c_M^d=|c_M|^de^{i\theta}$ the error is $2|c_M|^d\cos(Nx_0+\theta)$. Its largest absolute value is $2|c_M|^d$, reached at $x_0=-\theta/N$, and it vanishes for every shift exactly when $c_M=0$. With more than $dM$ points, the same count would leave only wave number $0$ and no error; the theorems below treat exactly $dM$ points.

The smallest case is $M=d=1$. The single sample is $n(x_0)=n_0+2\,\mathrm{Re}(c_1e^{ix_0})$, the mean is $n_0$, and the error is the whole oscillating part of the density.

## The density and its two averages in Lean

```lean
import Mathlib

open Polynomial
open scoped Real ComplexConjugate

namespace EggBoxEffect

noncomputable section
```

Wave numbers are integers and positions are real, in units that make the period $2\pi$.

```lean
/-- The plane wave `exp(i k x)` with integer wave number `k`. -/
def planeWave (k : ℤ) (x : ℝ) : ℂ := Complex.exp (((k : ℝ) * x : ℝ) * Complex.I)
```

The coefficients form a sequence `c`, of which only `c 1` to `c M` are used. Nothing forces `density` to be non-negative, so the results hold for any real trigonometric polynomial of this form. Since `c M` may vanish, $M$ bounds the degree.

```lean
/-- The real density `n₀ + ∑ 2 Re (c k exp(i k x))`, with `k` from `1` to `M`: a real
trigonometric polynomial of degree at most `M` whose coefficient at `exp(i M x)` is `c M`
when `M ≥ 1`. -/
def density (M : ℕ) (n₀ : ℝ) (c : ℕ → ℂ) (x : ℝ) : ℝ :=
  n₀ + ∑ k ∈ Finset.Icc 1 M, 2 * (c k * planeWave k x).re
```

The sampled average divides a finite sum by the number of points, and the exact mean divides an interval integral by $2\pi$.

```lean
/-- The average of `f` over `N ≥ 1` equispaced points of the period `2π`, shifted by `x₀`. -/
def gridAverage (N : ℕ) (f : ℝ → ℝ) (x₀ : ℝ) : ℝ :=
  (∑ j ∈ Finset.range N, f (x₀ + 2 * π * j / N)) / N

/-- The exact mean of an integrable function `f` over the period `2π`. -/
def periodMean (f : ℝ → ℝ) : ℝ := (∫ x in (0 : ℝ)..2 * π, f x) / (2 * π)
```

## From the density to the harmonics of its power

The next three lemmas supply the algebra of plane waves: products, powers, and the splitting of a real part into two conjugate waves.

```lean
/-- Wave numbers add when plane waves are multiplied. -/
theorem planeWave_add (k l : ℤ) (x : ℝ) :
    planeWave (k + l) x = planeWave k x * planeWave l x := by
  unfold planeWave
  rw [← Complex.exp_add]
  congr 1
  push_cast
  ring

/-- The `m`-th power of a plane wave has `m` times its wave number. -/
theorem planeWave_pow (k : ℤ) (m : ℕ) (x : ℝ) :
    planeWave k x ^ m = planeWave (m * k) x := by
  unfold planeWave
  rw [← Complex.exp_nat_mul]
  congr 1
  push_cast
  ring

/-- Twice the real part of a harmonic is the sum of two waves with opposite wave numbers and
conjugate amplitudes. -/
theorem two_re_planeWave (z : ℂ) (k : ℤ) (x : ℝ) :
    ((2 * (z * planeWave k x).re : ℝ) : ℂ)
      = z * planeWave k x + conj z * planeWave (-k) x := by
  have h : conj (planeWave k x) = planeWave (-k) x := by
    unfold planeWave
    rw [← Complex.exp_conj, map_mul, Complex.conj_ofReal, Complex.conj_I]
    congr 1
    push_cast
    ring
  rw [← Complex.add_conj, map_mul, h]
```

The polynomial $P$ is now written down explicitly. To read off its outer coefficients, `Finset.sum_eq_single M` isolates the term $k=M$, and `omega` checks that no other exponent equals $2M$ or $0$.

```lean
/-- For `M ≥ 1`, the density times `exp(i M x)` is a polynomial in `exp(i x)` of degree at most
`2M`, with coefficient `c M` at degree `2M` and constant coefficient `conj (c M)`. -/
theorem density_polynomial {M : ℕ} (hM : 0 < M) (n₀ : ℝ) (c : ℕ → ℂ) :
    ∃ P : ℂ[X], P.natDegree ≤ 2 * M ∧ P.coeff (2 * M) = c M ∧ P.coeff 0 = conj (c M) ∧
      ∀ x, P.eval (planeWave 1 x) = planeWave M x * (density M n₀ c x : ℂ) := by
  refine ⟨C (n₀ : ℂ) * X ^ M + ∑ k ∈ Finset.Icc 1 M,
    (C (c k) * X ^ (M + k) + C (conj (c k)) * X ^ (M - k)), ?_, ?_, ?_, ?_⟩
  · refine natDegree_add_le_of_degree_le ((natDegree_C_mul_X_pow_le _ _).trans (by omega)) ?_
    refine natDegree_sum_le_of_forall_le _ _ fun k hk => ?_
    rw [Finset.mem_Icc] at hk
    exact natDegree_add_le_of_degree_le ((natDegree_C_mul_X_pow_le _ _).trans (by omega))
      ((natDegree_C_mul_X_pow_le _ _).trans (by omega))
  · simp only [coeff_add, Polynomial.finsetSum_coeff, coeff_C_mul, coeff_X_pow]
    rw [Finset.sum_eq_single M, if_neg (show ¬ 2 * M = M by omega),
      if_pos (show 2 * M = M + M by omega), if_neg (show ¬ 2 * M = M - M by omega)]
    · ring
    · intro k hk hkM
      rw [Finset.mem_Icc] at hk
      rw [if_neg (show ¬ 2 * M = M + k by omega), if_neg (show ¬ 2 * M = M - k by omega)]
      ring
    · exact fun h => absurd (Finset.mem_Icc.mpr ⟨hM, le_rfl⟩) h
  · simp only [coeff_add, Polynomial.finsetSum_coeff, coeff_C_mul, coeff_X_pow]
    rw [Finset.sum_eq_single M, if_neg (show ¬ 0 = M by omega),
      if_neg (show ¬ 0 = M + M by omega), if_pos (show 0 = M - M by omega)]
    · ring
    · intro k hk hkM
      rw [Finset.mem_Icc] at hk
      rw [if_neg (show ¬ 0 = M + k by omega), if_neg (show ¬ 0 = M - k by omega)]
      ring
    · exact fun h => absurd (Finset.mem_Icc.mpr ⟨hM, le_rfl⟩) h
  · intro x
    simp only [eval_add, Polynomial.eval_finsetSum, eval_mul, eval_C, eval_pow, eval_X, planeWave_pow,
      mul_one]
    rw [density, Complex.ofReal_add, Complex.ofReal_sum, mul_add, Finset.mul_sum, mul_comm]
    congr 1
    refine Finset.sum_congr rfl fun k hk => ?_
    rw [Finset.mem_Icc] at hk
    rw [two_re_planeWave, show ((M + k : ℕ) : ℤ) = M + k by omega,
      show ((M - k : ℕ) : ℤ) = M + -k by omega, planeWave_add, planeWave_add]
    ring
```

The sequence `a` consists of the coefficients of `P ^ d`. Its index runs from $0$ to $2dM$, so `a m` belongs to wave number $m-dM$.

```lean
/-- For `M ≥ 1`, the power `n^d` contains only harmonics from `-dM` to `dM`, and the two
outermost amplitudes are `(c M)^d` and its conjugate. -/
theorem density_pow_expansion {M : ℕ} (hM : 0 < M) (d : ℕ) (n₀ : ℝ) (c : ℕ → ℂ) :
    ∃ a : ℕ → ℂ, a (2 * (d * M)) = c M ^ d ∧ a 0 = conj (c M ^ d) ∧
      ∀ x, ((density M n₀ c x ^ d : ℝ) : ℂ) = ∑ m ∈ Finset.range (2 * (d * M) + 1),
        a m * planeWave ((m : ℤ) - (d * M : ℕ)) x := by
  obtain ⟨P, hdeg, htop, hbot, hev⟩ := density_polynomial hM n₀ c
  refine ⟨(P ^ d).coeff, ?_, ?_, fun x => ?_⟩
  · rw [show 2 * (d * M) = d * (2 * M) by ring, coeff_pow_of_natDegree_le hdeg, htop]
  · rw [coeff_zero_eq_eval_zero, eval_pow, ← coeff_zero_eq_eval_zero, hbot, map_pow]
  · have hlt : (P ^ d).natDegree < 2 * (d * M) + 1 := by
      have h1 : (P ^ d).natDegree ≤ d * P.natDegree := natDegree_pow_le
      have h2 := Nat.mul_le_mul_left d hdeg
      linarith
    have h0 : planeWave 0 x = 1 := by simp [planeWave]
    -- undo the factor `exp(i d M x)` carried by the polynomial
    have h : ((density M n₀ c x ^ d : ℝ) : ℂ)
        = planeWave (-((d * M : ℕ) : ℤ)) x * (P ^ d).eval (planeWave 1 x) := by
      rw [eval_pow, hev, mul_pow, planeWave_pow, ← mul_assoc, ← planeWave_add, Nat.cast_mul,
        neg_add_cancel, h0, one_mul, Complex.ofReal_pow]
    rw [h, eval_eq_sum_range' hlt, Finset.mul_sum]
    refine Finset.sum_congr rfl fun m _ => ?_
    rw [planeWave_pow, mul_one, sub_eq_add_neg, planeWave_add]
    ring
```

## Sampling and integrating plane waves

The aliasing lemma is the geometric sum above, with the two cases separated by divisibility.

```lean
/-- Aliasing: a sum over `N ≥ 1` equispaced points keeps a plane wave if `N` divides its wave
number and removes it otherwise. -/
theorem grid_sum_planeWave {N : ℕ} (hN : 0 < N) (m : ℤ) (x₀ : ℝ) :
    ∑ j ∈ Finset.range N, planeWave m (x₀ + 2 * π * j / N)
      = if (N : ℤ) ∣ m then N * planeWave m x₀ else 0 := by
  have hN' : (N : ℂ) ≠ 0 := Nat.cast_ne_zero.mpr hN.ne'
  have hw : ∀ j : ℕ, planeWave m (x₀ + 2 * π * j / N)
      = planeWave m x₀ * planeWave m (2 * π / N) ^ j := by
    intro j
    unfold planeWave
    rw [← Complex.exp_nat_mul, ← Complex.exp_add]
    congr 1
    push_cast
    ring
  have hone : ∀ k : ℤ, planeWave (N * k) (2 * π / N) = 1 := by
    intro k
    unfold planeWave
    rw [Complex.exp_eq_one_iff]
    exact ⟨k, by push_cast; field_simp⟩
  simp only [hw, ← Finset.mul_sum]
  split_ifs with h
  · obtain ⟨k, rfl⟩ := h
    rw [hone]
    simp only [one_pow, Finset.sum_const, Finset.card_range, nsmul_eq_mul, mul_one]
    ring
  · have h1 : planeWave m (2 * π / N) ≠ 1 := by
      intro h1
      unfold planeWave at h1
      rw [Complex.exp_eq_one_iff] at h1
      obtain ⟨k, hk⟩ := h1
      push_cast at hk
      have hmk : (m : ℂ) = N * k := by
        apply mul_right_cancel₀ Complex.two_pi_I_ne_zero
        calc (m : ℂ) * (2 * π * Complex.I) = N * (m * (2 * π / N) * Complex.I) := by field_simp
          _ = N * (k * (2 * π * Complex.I)) := by rw [hk]
          _ = N * k * (2 * π * Complex.I) := by ring
      exact h ⟨k, by exact_mod_cast hmk⟩
    -- a full geometric sum over roots of unity
    rw [geom_sum_eq h1, planeWave_pow, hone, sub_self, zero_div, mul_zero]
```

For the integral, each non-zero wave number has an explicit antiderivative with equal values at $0$ and $2\pi$.

```lean
/-- The integral over a period keeps only the constant harmonic. -/
theorem integral_harmonics (N : ℕ) (a : ℕ → ℂ) :
    ∫ x in (0 : ℝ)..2 * π, ∑ m ∈ Finset.range (2 * N + 1), a m * planeWave ((m : ℤ) - N) x
      = a N * (2 * π) := by
  have h0 : ∫ x in (0 : ℝ)..2 * π, planeWave 0 x = 2 * π := by simp [planeWave]
  have hz : ∀ k : ℤ, k ≠ 0 → ∫ x in (0 : ℝ)..2 * π, planeWave k x = 0 := by
    intro k hk
    have hc : (k : ℂ) * Complex.I ≠ 0 := mul_ne_zero (Int.cast_ne_zero.mpr hk) Complex.I_ne_zero
    have h : ∀ x : ℝ, planeWave k x = Complex.exp (k * Complex.I * x) := by
      intro x
      unfold planeWave
      congr 1
      push_cast
      ring
    have h1 : Complex.exp (k * Complex.I * ((2 * π : ℝ) : ℂ)) = 1 :=
      Complex.exp_eq_one_iff.mpr ⟨k, by push_cast; ring⟩
    simp only [h]
    rw [integral_exp_mul_complex hc, h1]
    simp
  rw [intervalIntegral.integral_finsetSum]
  · simp only [intervalIntegral.integral_const_mul]
    rw [Finset.sum_eq_single N]
    · rw [sub_self, h0]
    · intro m _ hm
      rw [hz _ (by omega), mul_zero]
    · exact fun h => absurd (Finset.mem_range.mpr (by omega)) h
  · intro m _
    apply Continuous.intervalIntegrable
    unfold planeWave
    fun_prop
```

## The error, its amplitude and when it vanishes

In the main theorem, `hmean` identifies the exact mean with `a N`. For `hgrid`, the sums over points and harmonics are exchanged, and the harmonic sum is reduced to the indices $0$, $N$ and $2N$, which carry wave numbers $-N$, $0$ and $N$.

```lean
/-- The egg-box effect: for `M, d ≥ 1`, the average of `n^d` over `dM` equispaced points shifted
by `x₀` is the exact period mean plus `2 Re ((c M)^d exp(i d M x₀))`. -/
theorem eggbox_error {M d : ℕ} (hM : 0 < M) (hd : 0 < d) (n₀ : ℝ) (c : ℕ → ℂ) (x₀ : ℝ) :
    gridAverage (d * M) (fun x => density M n₀ c x ^ d) x₀
      = periodMean (fun x => density M n₀ c x ^ d)
        + 2 * (c M ^ d * planeWave (d * M) x₀).re := by
  obtain ⟨a, htop, hbot, hexp⟩ := density_pow_expansion hM d n₀ c
  have hN : 0 < d * M := Nat.mul_pos hd hM
  rw [← Nat.cast_mul]
  generalize d * M = N at *
  have hN' : (N : ℂ) ≠ 0 := Nat.cast_ne_zero.mpr hN.ne'
  have hpi : ((2 * π : ℝ) : ℂ) ≠ 0 := Complex.ofReal_ne_zero.mpr (by positivity)
  have hmean : (periodMean (fun x => density M n₀ c x ^ d) : ℂ) = a N := by
    unfold periodMean
    rw [Complex.ofReal_div, ← intervalIntegral.integral_ofReal, div_eq_iff hpi]
    simp only [hexp]
    rw [integral_harmonics]
    push_cast
    ring
  -- on the grid the harmonics `-N`, `0` and `N` survive
  have hgrid : (gridAverage N (fun x => density M n₀ c x ^ d) x₀ : ℂ)
      = a N + (a (2 * N) * planeWave N x₀ + a 0 * planeWave (-N) x₀) := by
    unfold gridAverage
    rw [Complex.ofReal_div, Complex.ofReal_sum, Complex.ofReal_natCast, div_eq_iff hN']
    simp only [hexp]
    rw [Finset.sum_comm]
    simp only [← Finset.mul_sum, grid_sum_planeWave hN]
    refine (Finset.sum_subset (s₁ := ({0, N, 2 * N} : Finset ℕ)) ?_ ?_).symm.trans ?_
    · intro m hm
      simp only [Finset.mem_insert, Finset.mem_singleton] at hm
      rw [Finset.mem_range]
      omega
    · intro m hm hm'
      simp only [Finset.mem_range, Finset.mem_insert, Finset.mem_singleton, not_or] at hm hm'
      rw [if_neg, mul_zero]
      rintro ⟨k, hk⟩
      have hNz : (0 : ℤ) < N := by omega
      have hm1 : (m : ℤ) ≤ 2 * N := by omega
      have hm0 : (0 : ℤ) ≤ m := by omega
      have h1 : k < 2 := by
        by_contra hcon
        nlinarith
      have h2 : -2 < k := by
        by_contra hcon
        nlinarith
      interval_cases k <;> omega
    · have h0 : planeWave 0 x₀ = 1 := by simp [planeWave]
      rw [Finset.sum_insert (by simp only [Finset.mem_insert, Finset.mem_singleton]; omega),
        Finset.sum_insert (by simp only [Finset.mem_singleton]; omega), Finset.sum_singleton,
        show ((0 : ℕ) : ℤ) - N = -N by omega, show (N : ℤ) - N = 0 by omega,
        show ((2 * N : ℕ) : ℤ) - N = N by omega, if_pos (dvd_neg.mpr (dvd_refl (N : ℤ))),
        if_pos (dvd_zero (N : ℤ)), if_pos (dvd_refl (N : ℤ)), h0]
      ring
  apply Complex.ofReal_injective
  rw [Complex.ofReal_add, hgrid, hmean, two_re_planeWave, htop, hbot]
```

`IsGreatest` says that $2|c_M|^d$ is one of the absolute errors and that none exceeds it. The first part uses the shift that cancels the phase of $c_M^d$; the second uses $|\mathrm{Re}\,z|\le|z|$.

```lean
/-- For `M, d ≥ 1`, the largest egg-box error of the `dM`-point grid over all shifts is
`2 |c M|^d`, and some shift attains it. -/
theorem eggbox_amplitude {M d : ℕ} (hM : 0 < M) (hd : 0 < d) (n₀ : ℝ) (c : ℕ → ℂ) :
    IsGreatest (Set.range fun x₀ => |gridAverage (d * M) (fun x => density M n₀ c x ^ d) x₀
      - periodMean (fun x => density M n₀ c x ^ d)|) (2 * ‖c M‖ ^ d) := by
  simp only [eggbox_error hM hd, add_sub_cancel_left]
  constructor
  · -- choose the shift that cancels the phase of `(c M)^d`
    refine ⟨-(c M ^ d).arg / (d * M), ?_⟩
    have hd' : (d : ℂ) ≠ 0 := Nat.cast_ne_zero.mpr hd.ne'
    have hM' : (M : ℂ) ≠ 0 := Nat.cast_ne_zero.mpr hM.ne'
    have he : planeWave (d * M) (-(c M ^ d).arg / (d * M))
        = Complex.exp (-((c M ^ d).arg * Complex.I)) := by
      unfold planeWave
      congr 1
      push_cast
      field_simp
    have hz : c M ^ d * planeWave (d * M) (-(c M ^ d).arg / (d * M))
        = ((‖c M‖ ^ d : ℝ) : ℂ) := by
      rw [he]
      calc c M ^ d * Complex.exp (-((c M ^ d).arg * Complex.I))
          = ‖c M ^ d‖ * Complex.exp ((c M ^ d).arg * Complex.I)
            * Complex.exp (-((c M ^ d).arg * Complex.I)) := by
              rw [Complex.norm_mul_exp_arg_mul_I]
        _ = ‖c M ^ d‖ := by
              rw [mul_assoc, ← Complex.exp_add, add_neg_cancel, Complex.exp_zero, mul_one]
        _ = ((‖c M‖ ^ d : ℝ) : ℂ) := by rw [norm_pow]
    beta_reduce
    rw [hz, Complex.ofReal_re, abs_of_nonneg (by positivity)]
  · rintro _ ⟨x, rfl⟩
    beta_reduce
    have h := Complex.abs_re_le_norm (c M ^ d * planeWave (d * M) x)
    rw [norm_mul, norm_pow, show ‖planeWave (d * M) x‖ = 1 from
      Complex.norm_exp_ofReal_mul_I _, mul_one] at h
    rw [abs_mul, abs_two]
    linarith
```

If the grid is exact at every shift, it is exact at the one with the largest error, which forces $c_M=0$. The converse follows from the error formula.

```lean
/-- For `M, d ≥ 1`, the `dM`-point grid integrates `n^d` exactly at every shift if and only if
the coefficient `c M` vanishes. -/
theorem grid_exact_iff {M d : ℕ} (hM : 0 < M) (hd : 0 < d) (n₀ : ℝ) (c : ℕ → ℂ) :
    (∀ x₀, gridAverage (d * M) (fun x => density M n₀ c x ^ d) x₀
      = periodMean (fun x => density M n₀ c x ^ d)) ↔ c M = 0 := by
  constructor
  · intro h
    obtain ⟨x, hx⟩ := (eggbox_amplitude hM hd n₀ c).1
    beta_reduce at hx
    rw [h x, sub_self, abs_zero] at hx
    have h0 : ‖c M‖ ^ d = 0 := by linarith
    exact norm_eq_zero.mp ((pow_eq_zero_iff hd.ne').mp h0)
  · intro h x₀
    rw [eggbox_error hM hd, h, zero_pow hd.ne', zero_mul, Complex.zero_re, mul_zero, add_zero]

end

end EggBoxEffect
```

```lean
#print axioms EggBoxEffect.eggbox_amplitude
#print axioms EggBoxEffect.grid_exact_iff
```

```
'EggBoxEffect.eggbox_amplitude' depends on axioms: [propext, Classical.choice, Quot.sound]
'EggBoxEffect.grid_exact_iff' depends on axioms: [propext, Classical.choice, Quot.sound]
```

The formula is a one-dimensional model of the egg-box effect in electronic-structure calculations: for an energy term that is the integral of $n^d$, sampled on exactly $dM$ points, it shows how the plane wave of wave number $M$ makes the result depend on the grid shift. Three-dimensional densities and non-integer powers are not covered. Local exchange, for example, contains $n^{4/3}$, which in general has infinitely many harmonics.
